# For natural m, the polynomials with Lz p = m p are exactly (x+iy)^m q(x²+y², z)

Suppose a code for a linear molecule lying on the z axis, with a one-electron Hamiltonian that commutes with Lz, sorts its basis functions by the eigenvalue m of Lz and diagonalises one block of the Hamiltonian at a time. If a polynomial prefactor in a block is not an eigenfunction of Lz, any couplings it has to other blocks are silently discarded. If an admissible prefactor is missing, the variational space is smaller than intended and the lowest energy can come out too high. Neither fault need raise an error. A correct and complete description of the prefactors for each m gives a standard against which both can be checked.

Take Lz in units of ħ,

Lz = −i (x ∂y − y ∂x),

where ∂x and ∂y are partial derivatives. For m = 0, 1, 2, … and a complex polynomial p in x, y, z,

Lz p = m p  if and only if  p = (x+iy)^m q(x²+y², z)

for some complex polynomial q in two variables. For eigenvalue −m the factor is (x−iy)^m instead, and a non-zero polynomial can have no eigenvalue other than an integer.

## Sorting Cartesian prefactors into m blocks

The result bears on electronic-structure codes that use Cartesian Gaussians, but it concerns only the polynomial prefactor of a one-electron function. The spherical Gaussian factor exp(−ζ|r−R|²), with exponent ζ and its centre R on the z axis, depends on x²+y² and z alone, so by the product rule it leaves the eigenvalue of its prefactor unchanged.

For homogeneous polynomials of degree 2 the formula gives, up to linear combinations within each m, these prefactors:

m = 2: (x+iy)²
m = 1: (x+iy)z
m = 0: x²+y² and z²
m = −1: (x−iy)z
m = −2: (x−iy)²

These are six functions, as many as the monomials x², y², z², xy, xz, yz. The monomial x² belongs to no single block, since Lz x² = 2ixy is not a multiple of x².

## Expansion in powers of x+iy, x−iy and z

Write u = x+iy and v = x−iy. Applying Lz to the coordinates gives

Lz x = iy,  Lz y = −ix,  Lz z = 0,

and therefore

Lz u = iy + i(−ix) = x + iy = u,
Lz v = iy − i(−ix) = −x + iy = −v.

If Lz f = αf and Lz g = βg, the product rule gives

Lz(fg) = f Lz g + g Lz f = (α+β) fg,

so eigenvalues add under multiplication. By induction on the powers, for natural a, b, c,

Lz(u^a v^b z^c) = (a−b) u^a v^b z^c.

Every polynomial can be written in these products, because x = (u+v)/2 and y = −i(u−v)/2. The expansion is unique, because the substitution x ↦ x+iy, y ↦ x−iy, z ↦ z has an inverse, namely x ↦ (x+y)/2, y ↦ −i(x−y)/2, z ↦ z. Write

p = Σ K(a,b,c) u^a v^b z^c

with complex coefficients K(a,b,c), finitely many of them non-zero. If Lz p = μp for a complex number μ, comparing coefficients gives

(a−b−μ) K(a,b,c) = 0.

Only terms with a−b = μ survive. If p is non-zero there is at least one such term, so μ is an integer.

For μ = m the surviving terms have a = b+m. Since uv = x²+y²,

p = u^m Σ K(b+m,b,c) (uv)^b z^c = (x+iy)^m q(x²+y², z),

where q(w,z) = Σ K(b+m,b,c) w^b z^c. For μ = −m the surviving terms have b = a+m, and the factor taken out is v^m.

Conversely, Lz annihilates uv, whose eigenvalue is 1−1 = 0, and it annihilates z. By linearity and the product rule it annihilates every polynomial in x²+y² and z. Multiplying such a polynomial by u^m gives eigenvalue m+0 = m.

## A check at the point (1, 2, 3)

Take m = 1 and q(w,z) = w+2z, so that p = (x+iy)(x²+y²+2z). At x = 1, y = 2, z = 3,

p = (1+2i)(5+6) = 11+22i.

The derivatives there are

∂x p = (x²+y²+2z) + 2x(x+iy) = 11 + 2(1+2i) = 13+4i,
∂y p = i(x²+y²+2z) + 2y(x+iy) = 11i + 4(1+2i) = 4+19i.

Hence

Lz p = −i[(4+19i) − 2(13+4i)] = −i(−22+11i) = 11+22i,

which equals 1·p. The same evaluation at a few points is a cheap way to look for wrong entries in a table of complex prefactors sorted by m, though it cannot show that an entry is missing. It does not apply to real prefactors such as xz or x²−y², which combine +m and −m and are not eigenfunctions of Lz.

## The Lean file

```lean
import Mathlib

open MvPolynomial
open Complex (I)

namespace OrbitalEigenfunctions

noncomputable section

/-- Complex polynomials in the Cartesian coordinates x, y, z (variables 0, 1, 2). -/
abbrev Poly := MvPolynomial (Fin 3) ℂ

/-- The angular momentum operator Lz = -i (x ∂y - y ∂x), in units of ħ. -/
def Lz : Derivation ℂ Poly Poly :=
  (C (-I) : Poly) • ((X 0 : Poly) • pderiv 1 - (X 1 : Poly) • pderiv 0)

/-- The combination x + iy. -/
def xPlus : Poly := X 0 + C I * X 1

/-- The combination x - iy. -/
def xMinus : Poly := X 0 - C I * X 1

/-- The helical monomial (x + iy)^a (x - iy)^b z^c. -/
def helical (a b c : ℕ) : Poly := xPlus ^ a * xMinus ^ b * X 2 ^ c

/-- The polynomial q(x² + y², z) made from a polynomial q in two variables. -/
def axial : MvPolynomial (Fin 2) ℂ →ₐ[ℂ] Poly := aeval ![X 0 ^ 2 + X 1 ^ 2, X 2]

/-- The substitution x ↦ x + iy, y ↦ x - iy, z ↦ z. -/
def toCart : Poly →ₐ[ℂ] Poly := aeval ![xPlus, xMinus, X 2]

/-- The substitution x ↦ (x + y)/2, y ↦ -i (x - y)/2, z ↦ z. -/
def ofCart : Poly →ₐ[ℂ] Poly :=
  aeval ![C (1 / 2) * (X 0 + X 1), -(C I * C (1 / 2) * (X 0 - X 1)), X 2]

/-- The product of two eigenfunctions of Lz is an eigenfunction, and the eigenvalues add. -/
theorem Lz_mul_eigen {f g : Poly} {α β : ℂ} (hf : Lz f = α • f) (hg : Lz g = β • g) :
    Lz (f * g) = (α + β) • (f * g) := by
  rw [Derivation.leibniz, hf, hg]
  simp only [smul_eq_mul, smul_eq_C_mul, map_add]
  ring

/-- The helical monomial (x + iy)^a (x - iy)^b z^c is an eigenfunction of Lz with
eigenvalue a - b. -/
theorem Lz_helical (a b c : ℕ) :
    Lz (helical a b c) = ((a : ℂ) - (b : ℂ)) • helical a b c := by
  have hI : (C I * C I : Poly) = -1 := by
    rw [← C_mul, Complex.I_mul_I, map_neg, map_one]
  have happ : ∀ p : Poly,
      Lz p = C (-I) * (X 0 * pderiv 1 p - X 1 * pderiv 0 p) := fun _ => rfl
  have hC : Lz (C I) = 0 := Lz.map_algebraMap I
  have hx : Lz (X 0) = C I * X 1 := by
    rw [happ]; simp [pderiv_X]
  have hy : Lz (X 1) = -(C I * X 0) := by
    rw [happ]; simp [pderiv_X]
  have hz : Lz (X 2) = (0 : ℂ) • (X 2 : Poly) := by
    rw [happ]; simp [pderiv_X]
  -- x + iy has eigenvalue 1 and x - iy has eigenvalue -1
  have hu : Lz xPlus = (1 : ℂ) • xPlus := by
    rw [one_smul, xPlus, map_add, Derivation.leibniz, hx, hy, hC]
    simp only [smul_eq_mul]
    linear_combination (-(X 0 : Poly)) * hI
  have hv : Lz xMinus = (-1 : ℂ) • xMinus := by
    rw [neg_smul, one_smul, xMinus, map_sub, Derivation.leibniz, hx, hy, hC]
    simp only [smul_eq_mul]
    linear_combination (X 0 : Poly) * hI
  have hpow : ∀ (f : Poly) (α : ℂ), Lz f = α • f →
      ∀ n : ℕ, Lz (f ^ n) = ((n : ℂ) * α) • f ^ n := by
    intro f α hf n
    induction n with
    | zero => simp
    | succ n ih =>
      rw [pow_succ, Lz_mul_eigen ih hf]
      congr 1
      push_cast
      ring
  have h := Lz_mul_eigen (Lz_mul_eigen (hpow _ _ hu a) (hpow _ _ hv b)) (hpow _ _ hz c)
  rw [helical, h]
  congr 1
  ring

/-- The substitution x ↦ x + iy, y ↦ x - iy, z ↦ z is a bijection of the polynomials. -/
theorem toCart_bijective : Function.Bijective toCart := by
  have hI : (C I * C I : Poly) = -1 := by
    rw [← C_mul, Complex.I_mul_I, map_neg, map_one]
  have h2 : (C (1 / 2) + C (1 / 2) : Poly) = 1 := by
    rw [← C_add, add_halves, map_one]
  have tC : ∀ a : ℂ, toCart (C a) = C a := fun a => toCart.commutes a
  have oC : ∀ a : ℂ, ofCart (C a) = C a := fun a => ofCart.commutes a
  have t0 : toCart (X 0) = xPlus := by simp [toCart]
  have t1 : toCart (X 1) = xMinus := by simp [toCart]
  have t2 : toCart (X 2) = X 2 := by simp [toCart]
  have o0 : ofCart (X 0) = C (1 / 2) * (X 0 + X 1) := by simp [ofCart]
  have o1 : ofCart (X 1) = -(C I * C (1 / 2) * (X 0 - X 1)) := by simp [ofCart]
  have o2 : ofCart (X 2) = X 2 := by simp [ofCart]
  have hl : ofCart.comp toCart = AlgHom.id ℂ Poly := by
    apply MvPolynomial.algHom_ext
    intro i
    fin_cases i
    · change ofCart (toCart (X 0)) = X 0
      simp only [t0, xPlus, map_add, map_mul, oC, o0, o1]
      linear_combination (-(C (1 / 2) * (X 0 - X 1) : Poly)) * hI + (X 0 : Poly) * h2
    · change ofCart (toCart (X 1)) = X 1
      simp only [t1, xMinus, map_sub, map_mul, oC, o0, o1]
      linear_combination (C (1 / 2) * (X 0 - X 1) : Poly) * hI + (X 1 : Poly) * h2
    · change ofCart (toCart (X 2)) = X 2
      rw [t2, o2]
  have hr : toCart.comp ofCart = AlgHom.id ℂ Poly := by
    apply MvPolynomial.algHom_ext
    intro i
    fin_cases i
    · change toCart (ofCart (X 0)) = X 0
      simp only [o0, map_add, map_mul, tC, t0, t1, xPlus, xMinus]
      linear_combination (X 0 : Poly) * h2
    · change toCart (ofCart (X 1)) = X 1
      simp only [o1, map_neg, map_sub, map_mul, tC, t0, t1, xPlus, xMinus]
      linear_combination (-(2 * C (1 / 2) * X 1 : Poly)) * hI + (X 1 : Poly) * h2
    · change toCart (ofCart (X 2)) = X 2
      rw [o2, t2]
  have hl' : Function.LeftInverse ofCart toCart := fun f => DFunLike.congr_fun hl f
  have hr' : Function.RightInverse ofCart toCart := fun f => DFunLike.congr_fun hr f
  exact ⟨hl'.injective, hr'.surjective⟩

/-- The substitution turns the monomial expansion of f into an expansion in helical
monomials with the same coefficients. -/
theorem toCart_eq_sum (f : Poly) :
    toCart f = ∑ s ∈ f.support, coeff s f • helical (s 0) (s 1) (s 2) := by
  have hmon : ∀ (s : Fin 3 →₀ ℕ) (c : ℂ),
      toCart (monomial s c) = c • helical (s 0) (s 1) (s 2) := by
    intro s c
    rw [smul_eq_C_mul, toCart, aeval_monomial, Finsupp.prod_fintype, Fin.prod_univ_three]
    · rfl
    · intro i
      exact pow_zero _
  conv_lhs => rw [f.as_sum]
  simp only [map_sum, hmon]

/-- In an eigenfunction of Lz with eigenvalue μ only helical monomials with a - b = μ
occur. -/
theorem weight_eq_of_eigen {f : Poly} {μ : ℂ} (h : Lz (toCart f) = μ • toCart f)
    {s : Fin 3 →₀ ℕ} (hs : s ∈ f.support) : (s 0 : ℂ) - (s 1 : ℂ) = μ := by
  have hmon : ∀ (t : Fin 3 →₀ ℕ) (c : ℂ),
      toCart (monomial t c) = c • helical (t 0) (t 1) (t 2) := by
    intro t c
    rw [smul_eq_C_mul, toCart, aeval_monomial, Finsupp.prod_fintype, Fin.prod_univ_three]
    · rfl
    · intro i
      exact pow_zero _
  -- Lz multiplies the coefficient of each helical monomial by a - b
  have hL : Lz (toCart f) = toCart (∑ t ∈ f.support,
      monomial t (((t 0 : ℂ) - (t 1 : ℂ)) * coeff t f)) := by
    rw [toCart_eq_sum f]
    simp only [map_sum, hmon]
    refine Finset.sum_congr rfl fun t _ => ?_
    rw [Derivation.map_smul, Lz_helical, smul_smul, mul_comm]
  rw [hL, ← map_smul toCart μ f] at h
  have hc := congrArg (coeff s) (toCart_bijective.injective h)
  simp only [coeff_sum, coeff_monomial, coeff_smul, smul_eq_mul, Finset.sum_ite_eq',
    if_pos hs] at hc
  exact mul_right_cancel₀ (mem_support_iff.mp hs) hc

/-- The polynomial (x² + y²)^b z^c is the helical monomial with equal powers b of x + iy
and x - iy. -/
theorem axial_monomial (b c : ℕ) : axial (X 0 ^ b * X 1 ^ c) = helical b b c := by
  have hI : (C I * C I : Poly) = -1 := by
    rw [← C_mul, Complex.I_mul_I, map_neg, map_one]
  have h0 : axial (X 0) = X 0 ^ 2 + X 1 ^ 2 := by simp [axial]
  have h1 : axial (X 1) = X 2 := by simp [axial]
  have huv : (X 0 ^ 2 + X 1 ^ 2 : Poly) = xPlus * xMinus := by
    rw [xPlus, xMinus]
    linear_combination (X 1 : Poly) ^ 2 * hI
  rw [map_mul, map_pow, map_pow, h0, h1, huv, mul_pow, helical]

/-- Lz annihilates every polynomial in x² + y² and z. -/
theorem Lz_axial (q : MvPolynomial (Fin 2) ℂ) : Lz (axial q) = 0 := by
  have h0 : axial (X 0) = helical 1 1 0 := by simpa using axial_monomial 1 0
  have h1 : axial (X 1) = helical 0 0 1 := by simpa using axial_monomial 0 1
  have hX : ∀ i : Fin 2, Lz (axial (X i)) = 0 := by
    intro i
    fin_cases i
    · change Lz (axial (X 0)) = 0
      rw [h0, Lz_helical, sub_self, zero_smul]
    · change Lz (axial (X 1)) = 0
      rw [h1, Lz_helical, sub_self, zero_smul]
  induction' q using MvPolynomial.induction_on with a p r hp hr p i hp
  · rw [show axial (C a) = C a from axial.commutes a]
    exact Lz.map_algebraMap a
  · rw [map_add, map_add, hp, hr, add_zero]
  · rw [map_mul, Derivation.leibniz, hp, hX i, smul_zero, smul_zero, add_zero]

/-- A polynomial p satisfies Lz p = m p, with m a natural number, if and only if
p = (x + iy)^m q(x² + y², z) for some polynomial q. -/
theorem Lz_eigen_iff (m : ℕ) (p : Poly) :
    Lz p = (m : ℂ) • p ↔ ∃ q : MvPolynomial (Fin 2) ℂ, p = xPlus ^ m * axial q := by
  constructor
  · intro h
    obtain ⟨f, rfl⟩ := toCart_bijective.surjective p
    refine ⟨∑ s ∈ f.support, coeff s f • (X 0 ^ s 1 * X 1 ^ s 2), ?_⟩
    rw [toCart_eq_sum, map_sum, Finset.mul_sum]
    refine Finset.sum_congr rfl fun s hs => ?_
    -- the surviving monomials carry m extra factors x + iy
    have h0 : s 0 = s 1 + m := by
      have hw := weight_eq_of_eigen h hs
      have : (s 0 : ℂ) = (s 1 : ℂ) + (m : ℂ) := by linear_combination hw
      exact_mod_cast this
    rw [map_smul, axial_monomial, mul_smul_comm, h0, helical, helical]
    congr 1
    ring
  · rintro ⟨q, rfl⟩
    have hq : Lz (axial q) = (0 : ℂ) • axial q := by rw [Lz_axial, zero_smul]
    have h := Lz_mul_eigen (Lz_helical m 0 0) hq
    simpa [helical] using h

/-- A polynomial p satisfies Lz p = -m p, with m a natural number, if and only if
p = (x - iy)^m q(x² + y², z) for some polynomial q. -/
theorem Lz_eigen_neg_iff (m : ℕ) (p : Poly) :
    Lz p = (-(m : ℂ)) • p ↔ ∃ q : MvPolynomial (Fin 2) ℂ, p = xMinus ^ m * axial q := by
  constructor
  · intro h
    obtain ⟨f, rfl⟩ := toCart_bijective.surjective p
    refine ⟨∑ s ∈ f.support, coeff s f • (X 0 ^ s 0 * X 1 ^ s 2), ?_⟩
    rw [toCart_eq_sum, map_sum, Finset.mul_sum]
    refine Finset.sum_congr rfl fun s hs => ?_
    -- now the extra factors are x - iy
    have h1 : s 1 = s 0 + m := by
      have hw := weight_eq_of_eigen h hs
      have : (s 1 : ℂ) = (s 0 : ℂ) + (m : ℂ) := by linear_combination -hw
      exact_mod_cast this
    rw [map_smul, axial_monomial, mul_smul_comm, h1, helical, helical]
    congr 1
    ring
  · rintro ⟨q, rfl⟩
    have hq : Lz (axial q) = (0 : ℂ) • axial q := by rw [Lz_axial, zero_smul]
    have h := Lz_mul_eigen (Lz_helical 0 m 0) hq
    simpa [helical] using h

/-- Every eigenvalue of Lz on non-zero polynomials is an integer. -/
theorem Lz_eigenvalue_integer {p : Poly} {μ : ℂ} (hp : p ≠ 0) (h : Lz p = μ • p) :
    ∃ k : ℤ, μ = (k : ℂ) := by
  obtain ⟨f, rfl⟩ := toCart_bijective.surjective p
  have hf : f ≠ 0 := by
    rintro rfl
    exact hp (map_zero toCart)
  obtain ⟨s, hs⟩ := MvPolynomial.ne_zero_iff.mp hf
  refine ⟨(s 0 : ℤ) - (s 1 : ℤ), ?_⟩
  rw [← weight_eq_of_eigen h (mem_support_iff.mpr hs)]
  push_cast
  rfl

end

end OrbitalEigenfunctions
```

```lean
#print axioms OrbitalEigenfunctions.Lz_eigen_iff
-- 'OrbitalEigenfunctions.Lz_eigen_iff' depends on axioms: [propext, Classical.choice, Quot.sound]
#print axioms OrbitalEigenfunctions.Lz_eigen_neg_iff
-- 'OrbitalEigenfunctions.Lz_eigen_neg_iff' depends on axioms: [propext, Classical.choice, Quot.sound]
#print axioms OrbitalEigenfunctions.Lz_eigenvalue_integer
-- 'OrbitalEigenfunctions.Lz_eigenvalue_integer' depends on axioms: [propext, Classical.choice, Quot.sound]
```

## How the theorems read as physics

`Poly` is the type of complex polynomials in three variables, with `X 0`, `X 1` and `X 2` standing for x, y and z. `Lz` is a `Derivation`, a linear map that obeys the product rule, and it is built from the formal partial derivatives `pderiv`. Its definition fixes the sign convention and the unit ħ.

In `Lz_eigen_iff`, `(m : ℂ) • p` is the polynomial p multiplied by the natural number m, regarded as a complex number. `xPlus` is x+iy, and `axial q` is q with x²+y² and z put in for its two variables. The theorem holds for every p, with no restriction on degree and no requirement of homogeneity. It includes m = 0, where the factor is 1, and p = 0, where q = 0 serves. `Lz_eigen_neg_iff` is the mirror statement with `xMinus`, which is x−iy. `Lz_eigenvalue_integer` assumes that p is non-zero and allows any complex μ at the start.

## From the product rule to the factorisation

`Lz_mul_eigen` is the addition of eigenvalues. `Lz_helical` computes the action on u and v, extends it to powers by induction, and combines the factors. Its `linear_combination` steps carry out the algebra with i² = −1.

`toCart_bijective` checks on each variable that `toCart` and `ofCart` undo each other. `toCart_eq_sum` then turns the ordinary monomial expansion of a polynomial f into an expansion of `toCart f` in the products u^a v^b z^c. The exponents a, b, c are `s 0`, `s 1`, `s 2`, and K(a,b,c) is `coeff s f`.

The comparison of coefficients is `weight_eq_of_eigen`. It writes Lz of the expansion as `toCart` of a polynomial whose coefficients have been multiplied by a−b. Injectivity removes `toCart` from both sides, `congrArg (coeff s)` reads off one coefficient, and `mul_right_cancel₀` cancels it, which is allowed because it is non-zero.

For the forward direction of `Lz_eigen_iff`, surjectivity writes p as `toCart f`, and q is given explicitly as a sum over the monomials of f. The equation a = b+m is first obtained among complex numbers, and `exact_mod_cast` carries it over to natural numbers. `axial_monomial` supplies (x²+y²)^b z^c = u^b v^b z^c, so the two sums agree term by term. For the converse, `Lz_axial` shows by induction on q that Lz annihilates `axial q`, and `Lz_mul_eigen` adds the eigenvalues m and 0.

`Lz_eigenvalue_integer` picks one monomial with a non-zero coefficient and reads μ from its exponents.

## What a code must still supply

The theorems sort polynomials by the eigenvalue of Lz alone. That eigenvalue does not determine the total angular momentum: x²+y² and z² both have m = 0, yet neither is an eigenfunction of L², so a code that needs functions of definite l has to impose a further condition. There is no inner product in the model, so normalisation and orthogonality within a block remain to be dealt with, as does rounding error in the stored coefficients.

The integer eigenvalues are a property of orbital polynomials. Half-integer values, which occur for spin, belong to a different space. The theorems also concern polynomials alone, so the Gaussian factor discussed earlier rests on the ordinary product rule and not on the file.
